# A chain of lossless single-channel scatterers of total strength $S$ transmits at least $1/\cosh^2 S$

An electron wave in a one-channel wire meets several obstacles in a row. Each reflects part of the wave, and the multiple reflections interfere. An obstacle that alone transmits $1/\cosh^2x$, with $x\ge0$, is said to have strength $x$, and the total strength $S$ is the sum over the obstacles. If the strength of every obstacle is known but no phase is, how small can the total transmission become?

The model is non-interacting and phase-coherent, at one fixed energy. Neighbouring obstacles are coupled only by the right-moving and left-moving waves of the one channel, not by evanescent waves. Complex amplitudes are Lean's `ℂ`, and $\bar z$ is written `conj z`.

```lean
import Mathlib

open scoped ComplexConjugate NNReal

namespace ScattererChain

noncomputable section
```

## Amplitudes and strengths

With flux-normalised waves, current conservation and time-reversal symmetry give an obstacle the transfer matrix

$$M(a,b)=\begin{pmatrix} a & b\\ \bar b & \bar a\end{pmatrix},\qquad |a|^2-|b|^2=1 .$$

It takes the amplitudes of the right-moving and the left-moving wave, in this order, from the left side of the obstacle to its right side. The definition `transfer` fixes only the shape.

```lean
/-- The transfer matrix with diagonal amplitude `a` and off-diagonal amplitude `b`. -/
def transfer (a b : ℂ) : Matrix (Fin 2) (Fin 2) ℂ :=
  !![a, b; conj b, conj a]
```

The condition on the moduli is met by $|a|=\cosh x$ and $|b|=\sinh x$, where $x$ is the strength. One obstacle then transmits $1/\cosh^2x$ and reflects $\tanh^2x$. A `Scatterer` carries $a$, $b$, $x$ and these two relations, which are assumed and not derived from a potential. Since $|b|\ge 0$, they already force $x\ge 0$. The phases are free, and a stretch of empty wire is the case $x=0$, $a=e^{i\varphi}$, $b=0$, with $\varphi$ the phase gained along it.

```lean
/-- A lossless scatterer of strength `x`, with amplitudes of modulus `cosh x` and `sinh x`
and arbitrary phases. -/
structure Scatterer where
  a : ℂ
  b : ℂ
  x : ℝ
  norm_a : ‖a‖ = Real.cosh x
  norm_b : ‖b‖ = Real.sinh x
```

Obstacles in series multiply their matrices in order. The head of the list is the leftmost factor, which belongs to the obstacle furthest to the right in the wire. The empty chain is the identity matrix.

```lean
/-- The transfer matrix of a chain: the ordered product of the individual matrices. -/
def chain (L : List Scatterer) : Matrix (Fin 2) (Fin 2) ℂ :=
  (L.map fun s => transfer s.a s.b).prod
```

The total strength is $S=\sum_j x_j$, where $x_j$ is the strength of the $j$-th scatterer.

```lean
/-- The sum of the strengths of the scatterers in a chain. -/
def totalStrength (L : List Scatterer) : ℝ :=
  (L.map fun s => s.x).sum
```

The transmission is $T=1/|a|^2$, with $a$ the upper left entry, which Lean indexes as `M 0 0`.

```lean
/-- The transmission probability `1/|a|²` read from the upper left entry `a` of a transfer
matrix, for matrices in which this entry is nonzero. -/
def transmission (M : Matrix (Fin 2) (Fin 2) ℂ) : ℝ :=
  1 / ‖M 0 0‖ ^ 2
```

## Two matrices in series

Multiplying out gives

$$M(a,b)\,M(c,d)=M(ac+b\bar d,\; ad+b\bar c).$$

The lower row of the product, $\bar b c+\bar a\bar d$ and $\bar b d+\bar a\bar c$, is the conjugate of the upper one in reverse order, so the shape survives. Lean compares the four entries separately.

```lean
/-- The amplitudes of two scatterers in series. -/
theorem transfer_mul (a b c d : ℂ) :
    transfer a b * transfer c d =
      transfer (a * c + b * conj d) (a * d + b * conj c) := by
  ext i j
  fin_cases i <;> fin_cases j <;>
    simp [transfer, Matrix.mul_apply, Fin.sum_univ_succ] <;> ring
```

The determinant is $a\bar a-b\bar b=|a|^2-|b|^2$.

```lean
/-- The determinant of a transfer matrix is `|a|² - |b|²`. -/
theorem det_transfer (a b : ℂ) :
    (transfer a b).det = ((‖a‖ ^ 2 - ‖b‖ ^ 2 : ℝ) : ℂ) := by
  simp only [transfer, Matrix.det_fin_two_of, Complex.mul_conj,
    Complex.normSq_eq_norm_sq, Complex.ofReal_sub]
```

For one scatterer this is $\cosh^2x-\sinh^2x=1$. Determinants multiply, so induction on the list gives $\det=1$ for every chain.

```lean
/-- The transfer matrix of every chain has determinant one. -/
theorem det_chain (L : List Scatterer) : (chain L).det = 1 := by
  induction L with
  | nil => simp [chain]
  | cons s L ih =>
    have hc : chain (s :: L) = transfer s.a s.b * chain L := by
      simp only [chain, List.map_cons, List.prod_cons]
    have h1 : Real.cosh s.x ^ 2 - Real.sinh s.x ^ 2 = 1 := by
      rw [Real.cosh_sq]; ring
    rw [hc, Matrix.det_mul, ih, det_transfer, s.norm_a, s.norm_b, h1]
    simp
```

## The triangle inequality meets the addition theorems

Put a scatterer $(a,b,x)$ at the head of a chain with amplitudes $c,d$ and total strength $S'$, and suppose $|c|\le\cosh S'$ and $|d|\le\sinh S'$. Then

$$|ac+b\bar d|\le \cosh x\,|c|+\sinh x\,|d|\le\cosh x\cosh S'+\sinh x\sinh S'=\cosh(x+S'),$$

$$|ad+b\bar c|\le \cosh x\,|d|+\sinh x\,|c|\le\cosh x\sinh S'+\sinh x\cosh S'=\sinh(x+S').$$

The empty chain starts the induction with amplitudes $1=\cosh 0$ and $0=\sinh 0$. The two `calc` blocks follow these lines term by term.

```lean
/-- The amplitudes of a chain of total strength `S` have moduli at most `cosh S` and
`sinh S`. -/
theorem chain_amplitude_bounds (L : List Scatterer) :
    ∃ a b : ℂ, chain L = transfer a b ∧
      ‖a‖ ≤ Real.cosh (totalStrength L) ∧ ‖b‖ ≤ Real.sinh (totalStrength L) := by
  induction L with
  | nil =>
    refine ⟨1, 0, ?_, ?_, ?_⟩
    · simp [chain, transfer, Matrix.one_fin_two]
    · simp [totalStrength]
    · simp [totalStrength]
  | cons s L ih =>
    obtain ⟨c, d, h, hc, hd⟩ := ih
    have hS : totalStrength (s :: L) = s.x + totalStrength L := by
      simp only [totalStrength, List.map_cons, List.sum_cons]
    have hcosh : 0 ≤ Real.cosh s.x := (Real.cosh_pos _).le
    have hsinh : 0 ≤ Real.sinh s.x := by
      rw [← s.norm_b]; exact norm_nonneg _
    refine ⟨s.a * c + s.b * conj d, s.a * d + s.b * conj c, ?_, ?_, ?_⟩
    · rw [← transfer_mul, ← h]
      simp only [chain, List.map_cons, List.prod_cons]
    -- the triangle inequality reproduces the addition theorem for cosh
    · calc ‖s.a * c + s.b * conj d‖ ≤ ‖s.a * c‖ + ‖s.b * conj d‖ := norm_add_le _ _
        _ = Real.cosh s.x * ‖c‖ + Real.sinh s.x * ‖d‖ := by
          rw [norm_mul, norm_mul, RCLike.norm_conj, s.norm_a, s.norm_b]
        _ ≤ Real.cosh s.x * Real.cosh (totalStrength L)
            + Real.sinh s.x * Real.sinh (totalStrength L) :=
          add_le_add (mul_le_mul_of_nonneg_left hc hcosh)
            (mul_le_mul_of_nonneg_left hd hsinh)
        _ = Real.cosh (totalStrength (s :: L)) := by rw [hS, Real.cosh_add]
    -- and likewise for sinh
    · calc ‖s.a * d + s.b * conj c‖ ≤ ‖s.a * d‖ + ‖s.b * conj c‖ := norm_add_le _ _
        _ = Real.cosh s.x * ‖d‖ + Real.sinh s.x * ‖c‖ := by
          rw [norm_mul, norm_mul, RCLike.norm_conj, s.norm_a, s.norm_b]
        _ ≤ Real.cosh s.x * Real.sinh (totalStrength L)
            + Real.sinh s.x * Real.cosh (totalStrength L) :=
          add_le_add (mul_le_mul_of_nonneg_left hd hcosh)
            (mul_le_mul_of_nonneg_left hc hsinh)
        _ = Real.sinh (totalStrength (s :: L)) := by rw [hS, Real.sinh_add]; ring
```

## The least transmission

Let $a,b$ now be the amplitudes of the whole chain. The unit determinant gives $|a|^2=1+|b|^2>0$, so $|a|\le\cosh S$ may be squared and inverted:

$$T=\frac1{|a|^2}\ge\frac1{\cosh^2S}.$$

The theorem says that, for every finite list of scatterers, the product has the form $M(a,b)$, its determinant is one, and this bound holds.

```lean
/-- A chain of lossless scatterers has a transfer matrix of the same form with determinant
one, and its transmission is at least `1/cosh² S`, with `S` the total strength. -/
theorem chain_transmission_bound (L : List Scatterer) :
    (∃ a b : ℂ, chain L = transfer a b) ∧ (chain L).det = 1 ∧
      1 / Real.cosh (totalStrength L) ^ 2 ≤ transmission (chain L) := by
  obtain ⟨a, b, h, ha, -⟩ := chain_amplitude_bounds L
  refine ⟨⟨a, b, h⟩, det_chain L, ?_⟩
  -- the unit determinant keeps the diagonal amplitude away from zero
  have hdet := det_chain L
  rw [h, det_transfer] at hdet
  have hr : ‖a‖ ^ 2 - ‖b‖ ^ 2 = 1 := by exact_mod_cast hdet
  have hpos : 0 < ‖a‖ ^ 2 := by linarith [sq_nonneg ‖b‖]
  have hT : transmission (transfer a b) = 1 / ‖a‖ ^ 2 := by
    simp [transmission, transfer]
  rw [h, hT]
  exact one_div_le_one_div_of_le hpos (pow_le_pow_left₀ (norm_nonneg _) ha 2)
```

Because $S\ge0$, we have $e^{-S}\le e^{S}$, hence $\cosh S=(e^S+e^{-S})/2\le e^S$ and $T\ge e^{-2S}$.

```lean
/-- The transmission of a chain of total strength `S` is at least `exp (-2 S)`. -/
theorem exp_le_transmission (L : List Scatterer) :
    Real.exp (-(2 * totalStrength L)) ≤ transmission (chain L) := by
  have hS : 0 ≤ totalStrength L := by
    apply List.sum_nonneg
    intro y hy
    obtain ⟨s, _, rfl⟩ := List.mem_map.mp hy
    apply Real.sinh_nonneg_iff.mp
    rw [← s.norm_b]
    exact norm_nonneg _
  have hle : Real.cosh (totalStrength L) ≤ Real.exp (totalStrength L) := by
    have h : Real.exp (-totalStrength L) ≤ Real.exp (totalStrength L) :=
      Real.exp_le_exp.mpr (by linarith)
    rw [Real.cosh_eq]
    linarith
  have hexp : Real.exp (-(2 * totalStrength L)) = 1 / Real.exp (totalStrength L) ^ 2 := by
    rw [Real.exp_neg, two_mul, Real.exp_add, one_div, sq]
  rw [hexp]
  exact (one_div_le_one_div_of_le (pow_pos (Real.cosh_pos _) 2)
    (pow_le_pow_left₀ (Real.cosh_pos _).le hle 2)).trans (chain_transmission_bound L).2.2
```

For $n$ copies of one scatterer, $S=nx$ and the chain is a matrix power. A transfer-matrix simulation of a finite, lossless, non-interacting, single-channel periodic structure between two identical leads, with no evanescent coupling between periods, can be checked against this bound, with $x$ the strength of one period between the same leads at the chosen energy.

```lean
/-- For `n` identical scatterers of strength `x` in series, the transmission is at least
`1/cosh² (n x)`. -/
theorem periodic_transmission_bound (s : Scatterer) (n : ℕ) :
    1 / Real.cosh (n * s.x) ^ 2 ≤ transmission (transfer s.a s.b ^ n) := by
  have h := (chain_transmission_bound (List.replicate n s)).2.2
  simpa only [chain, totalStrength, List.map_replicate, List.prod_replicate,
    List.sum_replicate, nsmul_eq_mul] using h
```

## Real non-negative amplitudes reach the bound

Take $a=\cosh x$ and $b=\sinh x$ themselves. The type `ℝ≥0` supplies $x\ge0$, which makes $|b|=\sinh x$ true.

```lean
/-- The scatterer of strength `x` whose two amplitudes are real and non-negative. -/
def aligned (x : ℝ≥0) : Scatterer where
  a := ((Real.cosh x : ℝ) : ℂ)
  b := ((Real.sinh x : ℝ) : ℂ)
  x := x
  norm_a := by rw [Complex.norm_real, Real.norm_of_nonneg (Real.cosh_pos _).le]
  norm_b := by
    rw [Complex.norm_real, Real.norm_of_nonneg (Real.sinh_nonneg_iff.mpr x.coe_nonneg)]
```

Every term in the series rule is now real and non-negative, so the triangle inequality is an equality. By induction the chain is exactly $M(\cosh S,\sinh S)$.

```lean
/-- A chain of scatterers with real non-negative amplitudes has amplitudes `cosh S` and
`sinh S`, with `S` the total strength. -/
theorem chain_aligned (xs : List ℝ≥0) :
    chain (xs.map aligned) =
      transfer ((Real.cosh (totalStrength (xs.map aligned)) : ℝ) : ℂ)
        ((Real.sinh (totalStrength (xs.map aligned)) : ℝ) : ℂ) := by
  induction xs with
  | nil => simp [chain, totalStrength, transfer, Matrix.one_fin_two]
  | cons x xs ih =>
    have hc : chain ((x :: xs).map aligned) =
        transfer (aligned x).a (aligned x).b * chain (xs.map aligned) := by
      simp only [chain, List.map_cons, List.prod_cons]
    have hS : totalStrength ((x :: xs).map aligned) =
        (x : ℝ) + totalStrength (xs.map aligned) := by
      simp only [totalStrength, List.map_cons, List.sum_cons, aligned]
    rw [hc, ih, transfer_mul, hS, Real.cosh_add, Real.sinh_add,
      Complex.conj_ofReal, Complex.conj_ofReal]
    simp only [aligned]
    congr 1 <;> push_cast <;> ring
```

Its transmission is therefore $1/\cosh^2S$. No larger lower bound can be given in terms of the strengths alone, whatever their list.

```lean
/-- For every list of strengths, the scatterers with real non-negative amplitudes have
transmission exactly `1/cosh² S`, with `S` the total strength. -/
theorem transmission_aligned (xs : List ℝ≥0) :
    transmission (chain (xs.map aligned)) =
      1 / Real.cosh (totalStrength (xs.map aligned)) ^ 2 := by
  have hT : ∀ a b : ℂ, transmission (transfer a b) = 1 / ‖a‖ ^ 2 := by
    intro a b
    simp [transmission, transfer]
  rw [chain_aligned, hT, Complex.norm_real, Real.norm_of_nonneg (Real.cosh_pos _).le]

end

end ScattererChain
```

```lean
#print axioms ScattererChain.chain_transmission_bound
-- 'ScattererChain.chain_transmission_bound' depends on axioms: [propext, Classical.choice, Quot.sound]
#print axioms ScattererChain.exp_le_transmission
-- 'ScattererChain.exp_le_transmission' depends on axioms: [propext, Classical.choice, Quot.sound]
#print axioms ScattererChain.periodic_transmission_bound
-- 'ScattererChain.periodic_transmission_bound' depends on axioms: [propext, Classical.choice, Quot.sound]
#print axioms ScattererChain.transmission_aligned
-- 'ScattererChain.transmission_aligned' depends on axioms: [propext, Classical.choice, Quot.sound]
```

## Two half-transmitting obstacles

Let each of two obstacles transmit one half, so that $\cosh x=\sqrt2$ and $\sinh x=1$. Then $\cosh 2x=2+1=3$, and the pair transmits at least $1/9$. With $a=c=\sqrt2$ and $b=d=1$, the total diagonal amplitude is $2+1=3$ and $T=1/9$. Changing only the sign of $d$, as moving that obstacle by a quarter wavelength does, gives $2-1=1$ and $T=1$: the pair becomes transparent.
